# For a sharp-step point contact, L1 peaks with the threshold at the chemical potential, where L1/L0 = log 2/(N + 1/2)

In linear response and for non-interacting electrons, a point contact with N fully open channels, and one more opening sharply at the chemical potential, has reduced thermopower L1/L0 = log 2/(N + 1/2). I measure energy as x = (E − μ)/kT and put the new threshold at x = y, so that the transmission is τ(x) = N + step(x − y). With f(x) = 1/(eˣ + 1), the transport moments are

Lₙ = ∫ xⁿ τ(x) (−f′(x)) dx.

I expect L0 = N + f(y) and L1 = y f(y) + log(1 + e^(−y)), with L1 largest at y = 0 and nowhere else. Can this be derived rigorously and checked by machine, including the convergence of the integrals? And does the ratio L1/L0 peak at y = 0 too?

## Both moments in closed form, and a ratio that does not peak at y = 0

Your formulas hold for every natural number N, including N = 0. The ratio, however, has no local maximum at y = 0: it is still rising there.

Write w = −f′ for the thermal weight. Differentiating f gives

w(x) = eˣ/(eˣ + 1)² = f(x)(1 − f(x)).

Since f(−x) = eˣ/(1 + eˣ) = 1 − f(x), this is w(x) = f(x) f(−x), which is positive and even. The transmission splits each moment into a plateau part and a step part:

Lₙ = N ∫(−∞ to ∞) xⁿ w(x) dx + ∫(y to ∞) xⁿ w(x) dx.

For n = 0, −f is an antiderivative of w, and f falls from 1 to 0 across the line. The two integrals are therefore 1 and f(y), and L0 = N + f(y).

For n = 1, the plateau integral vanishes because x w(x) is odd and integrable. For the step part, take

G(y) = y f(y) + log(1 + e^(−y)).

The logarithm has derivative −e^(−y)/(1 + e^(−y)) = −f(y), so

G′(y) = f(y) + y f′(y) − f(y) = −y w(y).

For y ≥ 0, the bounds f(y) ≤ e^(−y) and log(1 + u) ≤ u give 0 ≤ G(y) ≤ (y + 1)e^(−y), so G tends to 0 at +∞. Hence the step integral is G(y), and L1 = G(y) whatever N is.

To locate the maximum, use log(1 + eʸ) = y + log(1 + e^(−y)):

G(−y) = −y(1 − f(y)) + y + log(1 + e^(−y)) = G(y).

G is even, and G′(y) < 0 for y > 0, so G(y) = G(|y|) < G(0) = log 2 whenever y ≠ 0. With f(0) = 1/2, the ratio at y = 0 is log 2/(N + 1/2).

Its slope follows from the quotient rule, with G′(0) = 0 and f′(0) = −1/4:

d(L1/L0)/dy at y = 0 is log 2/(4(N + 1/2)²) > 0.

Raising the threshold slightly leaves L1 unchanged to first order but lowers L0, so the ratio grows.

## What the Lean statements say about the contact

`fermi` is f, `weight` is literally `-deriv fermi x`, and `transmission N y x` adds 1 to N when `y < x`. At x = y the new channel counts as closed, which does not affect the integrals. `moment n N y` is Lₙ as a Lebesgue integral over all real x, `thermopower N y` is L1/L0, and `stepHeat` is G.

The theorems `moment_zero` and `moment_one` give the closed forms for every natural `N` and real `y`. `pointContact_thermopower` states the strict inequality for all y ≠ 0 together with the value at y = 0. `hasDerivAt_thermopower` gives the slope, and `thermopower_not_isLocalMax` rules out a local maximum of the ratio.

For electrons, the Seebeck coefficient is −(k/e) L1/L0, where e > 0 is the elementary charge; the code keeps only the dimensionless ratio. The result describes the thermopower between conductance plateaus for non-interacting electrons in linear response, with a perfectly sharp step. The N open channels transmit at all energies, so their own thresholds are taken to lie many kT below μ, and those of any further channels many kT above it. Tunnelling through the barrier, which rounds the step, is not included.

```lean
import Mathlib

open MeasureTheory Set Filter Topology

namespace PointContactThermopower

noncomputable section

/-- The Fermi function of the reduced energy `x`, measured from the chemical potential. -/
def fermi (x : ℝ) : ℝ := 1 / (Real.exp x + 1)

/-- The thermal weight, minus the derivative of the Fermi function. -/
def weight (x : ℝ) : ℝ := -deriv fermi x

/-- Transmission of a contact with `N` open channels and one more that opens at energy `y`. -/
def transmission (N : ℕ) (y x : ℝ) : ℝ := N + if y < x then 1 else 0

/-- The transport moment `L n`: the thermal average of `x ^ n` times the transmission. -/
def moment (n N : ℕ) (y : ℝ) : ℝ := ∫ x, x ^ n * transmission N y x * weight x

/-- The reduced thermopower `L1 / L0`. -/
def thermopower (N : ℕ) (y : ℝ) : ℝ := moment 1 N y / moment 0 N y

/-- The closed form `y f(y) + log (1 + exp (-y))`. -/
def stepHeat (y : ℝ) : ℝ := y * fermi y + Real.log (1 + Real.exp (-y))

lemma exp_neg_mul (x : ℝ) : Real.exp (-x) * Real.exp x = 1 := by
  rw [← Real.exp_add]; simp

/-- Particle-hole symmetry of the Fermi function. -/
theorem fermi_neg (x : ℝ) : fermi (-x) = 1 - fermi x := by
  have h1 : Real.exp (-x) + 1 ≠ 0 := by positivity
  have h2 : Real.exp x + 1 ≠ 0 := by positivity
  rw [eq_sub_iff_add_eq]
  unfold fermi
  rw [div_add_div _ _ h1 h2, div_eq_one_iff_eq (mul_ne_zero h1 h2)]
  linear_combination -exp_neg_mul x

lemma fermi_pos (x : ℝ) : 0 < fermi x := by unfold fermi; positivity

/-- The slope of the Fermi function is `-f (1 - f)`. -/
theorem hasDerivAt_fermi (x : ℝ) : HasDerivAt fermi (-(fermi x * (1 - fermi x))) x := by
  have hne : Real.exp x + 1 ≠ 0 := by positivity
  have h := (hasDerivAt_const x (1 : ℝ)).fun_div ((Real.hasDerivAt_exp x).add_const 1) hne
  refine HasDerivAt.congr_deriv h ?_
  unfold fermi
  field_simp
  ring

lemma weight_eq (x : ℝ) : weight x = fermi x * (1 - fermi x) := by
  unfold weight; rw [(hasDerivAt_fermi x).deriv, neg_neg]

lemma weight_pos (x : ℝ) : 0 < weight x := by
  rw [weight_eq, ← fermi_neg]; exact mul_pos (fermi_pos x) (fermi_pos (-x))

lemma weight_neg (x : ℝ) : weight (-x) = weight x := by
  rw [weight_eq, weight_eq, fermi_neg]; ring

lemma continuous_weight : Continuous weight := by
  have hf : Continuous fermi :=
    continuous_iff_continuousAt.2 fun x => (hasDerivAt_fermi x).continuousAt
  rw [funext weight_eq]
  exact hf.mul (continuous_const.sub hf)

/-- Raising the threshold from `y` changes the closed form at the rate `-y (-f'(y))`. -/
theorem hasDerivAt_stepHeat (x : ℝ) : HasDerivAt stepHeat (-(x * weight x)) x := by
  have hne : 1 + Real.exp (-x) ≠ 0 := by positivity
  have hne' : Real.exp x + 1 ≠ 0 := by positivity
  have h1 : HasDerivAt (fun t : ℝ => Real.exp (-t)) (Real.exp (-x) * (-1)) x :=
    (hasDerivAt_neg x).exp
  have h2 := ((hasDerivAt_id' x).fun_mul (hasDerivAt_fermi x)).fun_add
    ((h1.const_add 1).log hne)
  have key : Real.exp (-x) / (1 + Real.exp (-x)) = fermi x := by
    unfold fermi
    rw [div_eq_div_iff hne hne']
    linear_combination exp_neg_mul x
  refine HasDerivAt.congr_deriv h2 ?_
  rw [weight_eq, mul_neg_one, neg_div, key]; ring

/-- The closed form takes equal values at thresholds equally far above and below the chemical
potential. -/
theorem stepHeat_neg (x : ℝ) : stepHeat (-x) = stepHeat x := by
  have h : Real.log (1 + Real.exp x) = x + Real.log (1 + Real.exp (-x)) := by
    have e : 1 + Real.exp x = Real.exp x * (1 + Real.exp (-x)) := by
      linear_combination -exp_neg_mul x
    rw [e, Real.log_mul (by positivity) (by positivity), Real.log_exp]
  unfold stepHeat
  rw [neg_neg, h, fermi_neg]; ring

lemma fermi_le (x : ℝ) : fermi x ≤ Real.exp (-x) := by
  unfold fermi
  rw [Real.exp_neg, ← one_div]
  exact one_div_le_one_div_of_le (Real.exp_pos x) (by linarith)

lemma tendsto_exp_neg : Tendsto (fun x : ℝ => Real.exp (-x)) atTop (𝓝 0) :=
  Real.tendsto_exp_atBot.comp tendsto_neg_atTop_atBot

lemma fermi_top : Tendsto fermi atTop (𝓝 0) :=
  squeeze_zero (fun x => (fermi_pos x).le) fermi_le tendsto_exp_neg

lemma stepHeat_top : Tendsto stepHeat atTop (𝓝 0) := by
  have hb : Tendsto (fun x : ℝ => x ^ 1 * Real.exp (-x) + Real.exp (-x)) atTop (𝓝 0) := by
    simpa only [add_zero] using
      (Real.tendsto_pow_mul_exp_neg_atTop_nhds_zero 1).add tendsto_exp_neg
  refine squeeze_zero' ?_ ?_ hb
  · filter_upwards [eventually_ge_atTop (0 : ℝ)] with x hx
    exact add_nonneg (mul_nonneg hx (fermi_pos x).le)
      (Real.log_nonneg (by linarith [Real.exp_pos (-x)]))
  · filter_upwards [eventually_ge_atTop (0 : ℝ)] with x hx
    have h1 := mul_le_mul_of_nonneg_left (fermi_le x) hx
    have h2 := Real.log_le_sub_one_of_pos (show 0 < 1 + Real.exp (-x) by positivity)
    unfold stepHeat
    rw [pow_one]; linarith

lemma integrable_of_symm {g : ℝ → ℝ} (hc : Continuous g) (he : ∀ x, ‖g (-x)‖ = ‖g x‖)
    (h : IntegrableOn g (Ioi 0)) : Integrable g := by
  have h1 : Integrable ((Ici (0 : ℝ)).indicator g) :=
    (integrable_indicator_iff measurableSet_Ici).2
      ((integrableOn_Ici_iff_integrableOn_Ioi enorm_ne_top).2 h)
  refine (h1.norm.add h1.norm.comp_neg).mono' hc.aestronglyMeasurable
    (ae_of_all _ fun x => ?_)
  change ‖g x‖ ≤ ‖(Ici (0 : ℝ)).indicator g x‖ + ‖(Ici (0 : ℝ)).indicator g (-x)‖
  rcases le_total 0 x with hx | hx
  · rw [indicator_of_mem (mem_Ici.2 hx)]
    exact le_add_of_nonneg_right (norm_nonneg _)
  · rw [indicator_of_mem (mem_Ici.2 (neg_nonneg.2 hx)), he]
    exact le_add_of_nonneg_left (norm_nonneg _)

lemma deriv_negFermi (x : ℝ) : HasDerivAt (fun t => -fermi t) (weight x) x :=
  (hasDerivAt_fermi x).fun_neg.congr_deriv (by rw [weight_eq, neg_neg])

lemma deriv_negHeat (x : ℝ) : HasDerivAt (fun t => -stepHeat t) (x * weight x) x :=
  (hasDerivAt_stepHeat x).fun_neg.congr_deriv (neg_neg _)

lemma integrable_weight : Integrable weight :=
  integrable_of_symm continuous_weight (fun x => by rw [weight_neg])
    (integrableOn_Ioi_deriv_of_nonneg' (fun x _ => deriv_negFermi x)
      (fun x _ => (weight_pos x).le) fermi_top.neg)

lemma integrable_mul_weight : Integrable (fun x => x * weight x) :=
  integrable_of_symm (continuous_id.mul continuous_weight)
    (fun x => by rw [weight_neg, neg_mul, norm_neg])
    (integrableOn_Ioi_deriv_of_nonneg' (fun x _ => deriv_negHeat x)
      (fun x hx => mul_nonneg (le_of_lt hx) (weight_pos x).le) stepHeat_top.neg)

/-- If `x ^ n` times the thermal weight is integrable, the moment is `N` times its full integral
plus its integral above the threshold. -/
theorem moment_split (n N : ℕ) (y : ℝ) (h : Integrable (fun x => x ^ n * weight x)) :
    moment n N y = N * (∫ x, x ^ n * weight x) + ∫ x in Ioi y, x ^ n * weight x := by
  rw [← integral_indicator measurableSet_Ioi, ← integral_const_mul,
    ← integral_add (h.const_mul (N : ℝ)) (h.indicator measurableSet_Ioi)]
  refine integral_congr_ae (ae_of_all _ fun x => ?_)
  by_cases hx : y < x
  · simp only [transmission, indicator, mem_Ioi, hx, if_true]; ring
  · simp only [transmission, indicator, mem_Ioi, hx, if_false]; ring

/-- The conductance moment is `L0 = N + f(y)`. -/
theorem moment_zero (N : ℕ) (y : ℝ) : moment 0 N y = N + fermi y := by
  have hbot : Tendsto (fun x => -fermi x) atBot (𝓝 (-(1 - 0))) := by
    refine ((fermi_top.comp tendsto_neg_atBot_atTop).const_sub 1).neg.congr fun x => ?_
    change -(1 - fermi (-x)) = -fermi x
    rw [fermi_neg]; ring
  rw [moment_split 0 N y (by simpa only [pow_zero, one_mul] using integrable_weight)]
  simp only [pow_zero, one_mul]
  rw [integral_of_hasDerivAt_of_tendsto deriv_negFermi integrable_weight hbot fermi_top.neg,
    integral_Ioi_of_hasDerivAt_of_tendsto' (fun x _ => deriv_negFermi x)
      integrable_weight.integrableOn fermi_top.neg]
  ring

/-- The thermoelectric moment is `L1 = y f(y) + log (1 + exp (-y))`, whatever `N` is. -/
theorem moment_one (N : ℕ) (y : ℝ) :
    moment 1 N y = y * fermi y + Real.log (1 + Real.exp (-y)) := by
  have hbot : Tendsto (fun x => -stepHeat x) atBot (𝓝 (-0)) :=
    ((stepHeat_top.comp tendsto_neg_atBot_atTop).congr stepHeat_neg).neg
  rw [moment_split 1 N y (by simpa only [pow_one] using integrable_mul_weight)]
  simp only [pow_one]
  -- the plateau part vanishes by symmetry, only the step contributes
  rw [integral_of_hasDerivAt_of_tendsto deriv_negHeat integrable_mul_weight hbot
      stepHeat_top.neg,
    integral_Ioi_of_hasDerivAt_of_tendsto' (fun x _ => deriv_negHeat x)
      integrable_mul_weight.integrableOn stepHeat_top.neg]
  unfold stepHeat; ring

lemma fermi_zero : fermi 0 = 1 / 2 := by norm_num [fermi]

lemma stepHeat_zero : stepHeat 0 = Real.log 2 := by
  unfold stepHeat
  rw [neg_zero, Real.exp_zero, zero_mul, zero_add, one_add_one_eq_two]

/-- `L1` is largest exactly when the threshold sits at the chemical potential, and there the
reduced thermopower is `log 2 / (N + 1/2)`. -/
theorem pointContact_thermopower (N : ℕ) :
    (∀ y, y ≠ 0 → moment 1 N y < moment 1 N 0) ∧
      thermopower N 0 = Real.log 2 / (N + 1 / 2) := by
  have hL : ∀ y, moment 1 N y = stepHeat y := moment_one N
  constructor
  · intro y hy
    have anti : StrictAntiOn stepHeat (Ici 0) := by
      refine strictAntiOn_of_deriv_neg (convex_Ici 0)
        (fun x _ => (hasDerivAt_stepHeat x).continuousAt.continuousWithinAt) fun x hx => ?_
      rw [interior_Ici] at hx
      rw [(hasDerivAt_stepHeat x).deriv]
      exact neg_neg_of_pos (mul_pos hx (weight_pos x))
    rw [hL, hL]
    -- by evenness a negative threshold is reflected to a positive one
    rcases lt_or_gt_of_ne hy with h | h
    · rw [← stepHeat_neg y]
      exact anti (mem_Ici.2 le_rfl) (mem_Ici.2 (by linarith)) (by linarith)
    · exact anti (mem_Ici.2 le_rfl) (mem_Ici.2 h.le) h
  · unfold thermopower
    rw [hL, moment_zero, stepHeat_zero, fermi_zero]

/-- At `y = 0` the reduced thermopower has slope `log 2 / (4 (N + 1/2)^2)` in the threshold. -/
theorem hasDerivAt_thermopower (N : ℕ) :
    HasDerivAt (thermopower N) (Real.log 2 / (4 * ((N : ℝ) + 1 / 2) ^ 2)) 0 := by
  have e : thermopower N = fun y => stepHeat y / (N + fermi y) := by
    funext y
    unfold thermopower
    rw [moment_one, moment_zero]; rfl
  have hne : (N : ℝ) + fermi 0 ≠ 0 := by rw [fermi_zero]; positivity
  rw [e]
  refine ((hasDerivAt_stepHeat 0).fun_div
    ((hasDerivAt_fermi 0).const_add (N : ℝ)) hne).congr_deriv ?_
  rw [stepHeat_zero, fermi_zero, div_eq_div_iff (by positivity) (by positivity)]
  ring

/-- The ratio `L1 / L0` does not have a local maximum at `y = 0`. -/
theorem thermopower_not_isLocalMax (N : ℕ) : ¬ IsLocalMax (thermopower N) 0 := by
  intro h
  have h0 := h.hasDerivAt_eq_zero (hasDerivAt_thermopower N)
  have hl : 0 < Real.log 2 := Real.log_pos (by norm_num)
  have hp : 0 < Real.log 2 / (4 * ((N : ℝ) + 1 / 2) ^ 2) := by positivity
  exact hp.ne' h0

end

end PointContactThermopower
```

```lean
#print axioms PointContactThermopower.pointContact_thermopower
#print axioms PointContactThermopower.thermopower_not_isLocalMax
```

```
'PointContactThermopower.pointContact_thermopower' depends on axioms: [propext, Classical.choice, Quot.sound]
'PointContactThermopower.thermopower_not_isLocalMax' depends on axioms: [propext, Classical.choice, Quot.sound]
```

## How the proof follows the calculation

`hasDerivAt_fermi` and `fermi_neg` supply the slope and symmetry of f, from which `weight_pos` and `weight_neg` follow. `hasDerivAt_stepHeat`, `stepHeat_neg` and `stepHeat_top` establish the derivative, evenness and decay of G; the last squeezes G between 0 and the exponential bound above.

Convergence is proved in two stages. On the positive half-line, w and x w(x) are non-negative derivatives of −f and −G, which have finite limits, so `integrableOn_Ioi_deriv_of_nonneg'` makes them integrable. `integrable_of_symm` then extends this to the whole line, bounding a function of even absolute value by its right half plus the mirror image of that half.

`moment_split` separates plateau from step by checking the cases x > y and x ≤ y. The fundamental theorem of calculus on the line and on the half-line then evaluates both parts. In `moment_one` the plateau term vanishes because −G has the same limit, 0, at both ends, which replaces the oddness argument.

For the maximum, `strictAntiOn_of_deriv_neg` turns the negative derivative into strict decrease on [0, ∞), and `stepHeat_neg` reflects negative thresholds. The slope comes from the quotient rule, and since it is non-zero, y = 0 cannot be a local maximum.

## Evaluating the step in a transport code

In a Landauer code, a staircase of sharp thresholds yᵢ, each opening one fully transmitting channel, needs no energy grid, because the step integrals add:

L0 = Σᵢ f(yᵢ), L1 = Σᵢ G(yᵢ).

With a = |yᵢ| and u = e^(−a), evaluating G(yᵢ) as a u/(1 + u) + log1p(u) avoids overflow for thresholds far from μ on either side. If the moments are integrated numerically instead, splitting the integral at each threshold keeps the jump from spoiling the quadrature, and the closed forms provide a test of the result.
